# In a fluid uniform beyond a fixed cutoff, the virial and thermodynamic pressure tails differ by $\tfrac{2\pi}{3}\rho^2c^3\varphi(c)$

Take the pair potential $\varphi(r)=r^{-4}$ in reduced units and cut it off at $r=1$. Beyond the cutoff,

$$2\pi\int_1^\infty r^2\varphi\,dr=2\pi\int_1^\infty r^{-2}\,dr=2\pi,$$

$$-\frac{2\pi}{3}\int_1^\infty r^3\varphi'\,dr=\frac{8\pi}{3}\int_1^\infty r^{-2}\,dr=\frac{8\pi}{3}.$$

The difference is $2\pi/3$, which is $\tfrac{2\pi}{3}c^3\varphi(c)$ at $c=1$. It is the boundary term of an integration by parts: $r^3\varphi$ is $1$ at the cutoff and $0$ at infinity.

Physically, truncating a potential at $c$ leaves a step of height $\varphi(c)$, and a pair crossing the step receives an impulse. The virial pressure tail and the pressure obtained from the energy tail at fixed cutoff differ by the pressure of that impulse. In a simulation with a truncated potential, the tail to add therefore depends on whether the measured pressure already contains the impulse, provided the fluid may be treated as uniform from the cutoff outwards.

## The conditions on the potential

For general $\varphi$ and cutoff $c$, four conditions suffice. They are collected in `RegularTail φ c`, where `Ici c` is $[c,\infty)$ and `Ioi c` is $(c,\infty)$.

```lean
import Mathlib

open MeasureTheory Set Filter Topology Real

namespace ImpulsiveCutoff

noncomputable section

/-- Conditions on a pair potential `φ` beyond the cutoff `c`: continuity up to the cutoff,
differentiability beyond it, and integrable energy and virial densities. -/
structure RegularTail (φ : ℝ → ℝ) (c : ℝ) : Prop where
  cont : ContinuousWithinAt φ (Ici c) c
  diff : ∀ r ∈ Ioi c, DifferentiableAt ℝ φ r
  energy : IntegrableOn (fun r => r ^ 2 * φ r) (Ioi c)
  virial : IntegrableOn (fun r => r ^ 3 * deriv φ r) (Ioi c)
```

The field `cont` is continuity at $c$ from the right, and `diff` is differentiability beyond $c$. The fields `energy` and `virial` say that $r^2\varphi$ and $r^3\varphi'$ are absolutely integrable. Neither continuity of $\varphi'$ nor the decay $r^3\varphi\to0$ is assumed; the decay will follow. The sign of $c$ is also free in the general identity, although a physical cutoff is positive.

## Uniformity beyond the cutoff

Let $\rho$ be the number density. If the pair distribution function is $1$ beyond $c$, each particle sees $4\pi r^2\rho\,dr$ others in a shell. Counting each pair once gives the energy per particle

$$u(\rho)=\frac{\rho}{2}\int_c^\infty4\pi r^2\varphi\,dr=2\pi\rho\int_c^\infty r^2\varphi\,dr,$$

and the virial expression for the pressure gives

$$P_{\rm vir}=-\frac{\rho^2}{6}\int_c^\infty4\pi r^2\,r\varphi'\,dr=-\frac{2\pi}{3}\rho^2\int_c^\infty r^3\varphi'\,dr.$$

These are the definitions `energyTail` and `virialPressureTail`. Uniformity enters through their formulas and is not derived from a statistical ensemble. Without it, a pair distribution function would stand inside both integrals, and its dependence on distance and density would change the comparison.

```lean
/-- Energy per particle from pairs farther apart than `c`, in a fluid of density `ρ` that is
uniform beyond `c`. -/
def energyTail (φ : ℝ → ℝ) (c ρ : ℝ) : ℝ :=
  2 * π * ρ * ∫ r in Ioi c, r ^ 2 * φ r

/-- Virial pressure from pairs farther apart than `c`, in the same uniform fluid. -/
def virialPressureTail (φ : ℝ → ℝ) (c ρ : ℝ) : ℝ :=
  -(2 * π / 3) * ρ ^ 2 * ∫ r in Ioi c, r ^ 3 * deriv φ r
```

The second pressure is $P_{\rm th}=\rho^2\,du/d\rho$. It treats the tail energy as the tail's contribution to the free energy per particle, with the structure held uniform. In Lean, `deriv` acts on the energy tail as a function of density, while `c` stays fixed.

```lean
/-- Pressure `ρ² du/dρ` obtained from the energy tail `u` at fixed cutoff. -/
def thermodynamicPressureTail (φ : ℝ → ℝ) (c ρ : ℝ) : ℝ :=
  ρ ^ 2 * deriv (energyTail φ c) ρ
```

The concrete potential used later is Lennard-Jones, with well depth $\varepsilon$ and diameter $\sigma$.

```lean
/-- The Lennard-Jones pair potential with well depth `ε` and diameter `σ`. -/
def lennardJones (ε σ r : ℝ) : ℝ := 4 * ε * ((σ / r) ^ 12 - (σ / r) ^ 6)
```

## Differentiability beyond the cutoff

By hand, the first step is the product rule at each $r>c$:

$$\frac{d}{dr}\bigl(r^3\varphi\bigr)=3r^2\varphi+r^3\varphi'.$$

The lemma `hasDerivAt_cube_mul` states this at one point. It combines the derivative of the cube with that of `φ`, and `ring` tidies the result.

```lean
/-- The derivative of `r³ φ` is three times the energy density plus the virial density. -/
theorem hasDerivAt_cube_mul {φ : ℝ → ℝ} {r : ℝ} (h : DifferentiableAt ℝ φ r) :
    HasDerivAt (fun x => x ^ 3 * φ x) (3 * (r ^ 2 * φ r) + r ^ 3 * deriv φ r) r := by
  refine ((hasDerivAt_pow 3 r).fun_mul h.hasDerivAt).congr_deriv ?_
  simp only [Nat.cast_ofNat, Nat.reduceSub]
  ring
```

Physically, the condition excludes further impulses beyond $c$. Suppose $\varphi=1$ on $[c,d)$ and $\varphi=0$ from $d$ on, with $0<c<d$. The pointwise derivative vanishes except at $d$, so the virial integral is zero, while the energy integral is $(d^3-c^3)/3$. The identity then fails by $\tfrac{2\pi}{3}d^3$, which is the pressure of the impulse at the second step, divided by $\rho^2$.

## A finite tail energy

Integrability of $r^2\varphi$ means that the distant pairs contribute an absolutely convergent energy per particle. Together with integrability of $r^3\varphi'$, it makes the derivative above integrable. For $R>c$,

$$R^3\varphi(R)-c^3\varphi(c)=3\int_c^R r^2\varphi\,dr+\int_c^R r^3\varphi'\,dr,$$

and the right side converges as $R\to\infty$. Hence $r^3\varphi$ has a limit $L$. If $L\ne0$, then $|r^3\varphi|>|L|/2$ at all large $r$, so

$$\frac1r\le\frac{2}{|L|}\,\bigl|r^2\varphi(r)\bigr|.$$

The right side is integrable at infinity and $1/r$ is not, so $L=0$.

```lean
/-- For a regular tail, `r³ φ(r)` tends to zero at large distance. -/
theorem tendsto_cube_mul_zero {φ : ℝ → ℝ} {c : ℝ} (h : RegularTail φ c) :
    Tendsto (fun r => r ^ 3 * φ r) atTop (𝓝 0) := by
  -- An integrable derivative forces a limit `L`.
  have hint : IntegrableOn (fun r => 3 * (r ^ 2 * φ r) + r ^ 3 * deriv φ r) (Ioi c) :=
    Integrable.add (Integrable.const_mul h.energy 3) h.virial
  have hlim := tendsto_limUnder_of_hasDerivAt_of_integrableOn_Ioi
    (fun r hr => hasDerivAt_cube_mul (h.diff r hr)) hint
  generalize limUnder atTop (fun r => r ^ 3 * φ r) = L at hlim
  suffices hL : L = 0 by rwa [hL] at hlim
  by_contra hL
  have hLpos : 0 < |L| := abs_pos.2 hL
  have ev := hlim.abs.eventually (lt_mem_nhds (half_lt_self hLpos))
  obtain ⟨R, hR⟩ := eventually_atTop.1
    (ev.and ((eventually_gt_atTop (0 : ℝ)).and (eventually_gt_atTop c)))
  -- A nonzero limit would make `1/r` integrable at infinity.
  have hI : IntegrableOn (fun r => 2 / |L| * (r ^ 2 * φ r)) (Ioi R) :=
    Integrable.const_mul (h.energy.mono_set (Ioi_subset_Ioi (hR R le_rfl).2.2.le)) _
  apply not_integrableOn_Ioi_inv (a := R)
  refine Integrable.mono hI measurable_inv.aestronglyMeasurable
    (ae_restrict_of_forall_mem measurableSet_Ioi fun r hr => ?_)
  obtain ⟨h1, h0, -⟩ := hR r (le_of_lt hr)
  have h2 : |r ^ 3 * φ r| = |r ^ 2 * φ r| * r := by
    rw [show r ^ 3 * φ r = (r ^ 2 * φ r) * r by ring, abs_mul (r ^ 2 * φ r) r, abs_of_pos h0]
  have hk : 0 < 2 / |L| := by positivity
  rw [Real.norm_eq_abs, Real.norm_eq_abs, abs_of_pos (inv_pos.2 h0),
    abs_mul (2 / |L|), abs_of_pos hk, inv_eq_one_div, div_le_iff₀ h0]
  calc (1 : ℝ) = 2 / |L| * (|L| / 2) := by field_simp
    _ ≤ 2 / |L| * (|r ^ 2 * φ r| * r) :=
        mul_le_mul_of_nonneg_left (by rw [← h2]; exact h1.le) hk.le
    _ = 2 / |L| * |r ^ 2 * φ r| * r := by ring
```

The proof follows the same route. `hint` is the integrability of the derivative, and `hlim` is the resulting limit. After `by_contra`, a radius `R` is chosen beyond which the lower bound holds and $r$ is positive. `Integrable.mono` carries integrability from the energy density to $1/r$, which contradicts `not_integrableOn_Ioi_inv`; the closing `calc` is the displayed inequality multiplied by $r$.

Without this condition, the constant potential $\varphi=1$ would be admitted. Its virial density is zero, but its tail energy diverges, as does $r^3\varphi$, and there is no finite identity to state.

## A finite virial and a definite value at the cutoff

Integrability of $r^3\varphi'$ means that the distant pairs contribute an absolutely convergent virial. Continuity from the right means that $\varphi(c)$ is the height at which the tail starts. Both are used when $R\to\infty$ in the integrated product rule:

$$0-c^3\varphi(c)=3\int_c^\infty r^2\varphi\,dr+\int_c^\infty r^3\varphi'\,dr.$$

Multiplying by $-2\pi/3$ and rearranging gives

$$-\frac{2\pi}{3}\int_c^\infty r^3\varphi'\,dr=2\pi\int_c^\infty r^2\varphi\,dr+\frac{2\pi}{3}c^3\varphi(c).$$

```lean
/-- For a regular tail, `-(2π/3)` times the integral of `r³ φ'` beyond `c` equals `2π` times the
integral of `r² φ` beyond `c`, plus `(2π/3) c³ φ(c)`. -/
theorem impulsive_integral_identity {φ : ℝ → ℝ} {c : ℝ} (h : RegularTail φ c) :
    -(2 * π / 3) * (∫ r in Ioi c, r ^ 3 * deriv φ r)
      = 2 * π * (∫ r in Ioi c, r ^ 2 * φ r) + 2 * π / 3 * c ^ 3 * φ c := by
  have h3 : IntegrableOn (fun r => 3 * (r ^ 2 * φ r)) (Ioi c) :=
    Integrable.const_mul h.energy 3
  have hcont : ContinuousWithinAt (fun r => r ^ 3 * φ r) (Ici c) c :=
    (continuous_pow 3).continuousWithinAt.mul h.cont
  -- Integrate the derivative of `r³ φ` from the cutoff to infinity.
  have key : ∫ r in Ioi c, (3 * (r ^ 2 * φ r) + r ^ 3 * deriv φ r) = 0 - c ^ 3 * φ c :=
    integral_Ioi_of_hasDerivAt_of_tendsto hcont
      (fun r hr => hasDerivAt_cube_mul (h.diff r hr)) (Integrable.add h3 h.virial)
      (tendsto_cube_mul_zero h)
  rw [integral_add h3 h.virial, integral_const_mul] at key
  linear_combination (-(2 * π / 3)) * key
```

In the proof, `hcont` supplies continuity of $r^3\varphi$ at the cutoff, and `key` is the first of these two equations, obtained from the fundamental theorem of calculus on a half-line. The integral is then split, and `linear_combination` performs the multiplication by $-2\pi/3$.

If continuity is dropped, $\varphi$ can be altered at the single point $c$. Both integrals stay the same, but for $c\ne0$ the boundary term changes, so the equation fails.

If integrability of the virial is dropped, a potential such as $\sin(r^4)/r^4$ with $c>0$ is admitted. Its energy density is integrable, but its virial density contains $4r^2\cos(r^4)$, which is not absolutely integrable. The integral up to $R$ still converges by cancellation, and the hand derivation survives as a statement about that limit. The Lean integral is not defined as such a limit.

## A cutoff held fixed as the density changes

At fixed $c$ the energy tail is linear in density, so

$$P_{\rm th}=\rho^2\frac{du}{d\rho}=2\pi\rho^2\int_c^\infty r^2\varphi\,dr=\rho\,u.$$

The next theorem computes this derivative. It needs no regularity, because the integral is just a coefficient independent of $\rho$.

```lean
/-- The pressure obtained from the energy tail is the density times that energy tail. -/
theorem thermodynamicPressureTail_eq (φ : ℝ → ℝ) (c ρ : ℝ) :
    thermodynamicPressureTail φ c ρ = ρ * energyTail φ c ρ := by
  have h : HasDerivAt (energyTail φ c) (2 * π * 1 * ∫ r in Ioi c, r ^ 2 * φ r) ρ :=
    ((hasDerivAt_id' ρ).const_mul (2 * π)).mul_const _
  rw [thermodynamicPressureTail, h.deriv, energyTail]
  ring
```

Multiplying the integral identity by $\rho^2$ then gives

$$P_{\rm vir}=P_{\rm th}+\frac{2\pi}{3}\rho^2c^3\varphi(c).$$

```lean
/-- Impulsive cutoff correction: the virial pressure tail equals the pressure from the energy
tail at fixed cutoff plus `(2π/3) ρ² c³ φ(c)`. -/
theorem impulsive_cutoff_correction {φ : ℝ → ℝ} {c : ℝ} (h : RegularTail φ c) (ρ : ℝ) :
    virialPressureTail φ c ρ
      = thermodynamicPressureTail φ c ρ + 2 * π / 3 * ρ ^ 2 * c ^ 3 * φ c := by
  rw [thermodynamicPressureTail_eq, virialPressureTail, energyTail]
  linear_combination ρ ^ 2 * impulsive_integral_identity h
```

The density is an arbitrary real number here. The correction has the sign of $\varphi(c)$ when $c>0$ and $\rho\ne0$, so for an attractive tail the virial pressure is the lower of the two.

The thermodynamic pressure could also have been modelled with a cutoff that scales with the simulation box, $c=\lambda\rho^{-1/3}$, where $\lambda$ is constant and $\rho>0$. For $\varphi$ continuous around $c$, the derivative of $u$ then gains the term

$$\frac{\partial u}{\partial c}\frac{dc}{d\rho}=\bigl(-2\pi\rho c^2\varphi(c)\bigr)\left(-\frac{c}{3\rho}\right)=\frac{2\pi}{3}c^3\varphi(c).$$

Multiplied by $\rho^2$, this is exactly the impulsive term, and the two pressures would coincide.

## Nonzero density and cutoff

When $\rho$ and $c$ are both nonzero, the factor $\tfrac{2\pi}{3}\rho^2c^3$ is nonzero. The pressures then agree exactly when $\varphi(c)=0$, as for a potential shifted to vanish at its cutoff and truncated there, whose tail is zero.

```lean
/-- At nonzero density and cutoff, the two pressure tails agree exactly when the potential
vanishes at the cutoff. -/
theorem pressure_tails_agree_iff {φ : ℝ → ℝ} {c ρ : ℝ} (h : RegularTail φ c)
    (hc : c ≠ 0) (hρ : ρ ≠ 0) :
    virialPressureTail φ c ρ = thermodynamicPressureTail φ c ρ ↔ φ c = 0 := by
  have hk : 2 * π / 3 * ρ ^ 2 * c ^ 3 ≠ 0 := by positivity
  rw [impulsive_cutoff_correction h ρ]
  constructor
  · intro e
    have e' : 2 * π / 3 * ρ ^ 2 * c ^ 3 * φ c = 0 := by linarith
    exact (mul_eq_zero.1 e').resolve_left hk
  · intro e
    rw [e, mul_zero, add_zero]
```

The proof substitutes the correction and cancels the nonzero factor `hk`. If $\rho$ or $c$ is zero, the correction vanishes whatever the value of $\varphi(c)$, and agreement says nothing about the potential.

## A positive cutoff for Lennard-Jones

Here $c>0$ is needed, because it keeps the integrals away from the singularity at the origin. For a natural number $n$,

$$\int_c^\infty r^{-(n+2)}\,dr=\frac{1}{(n+1)c^{n+1}}.$$

```lean
/-- Inverse integer powers steeper than `1/r` are integrable beyond a positive cutoff, with the
stated integral. -/
theorem inverse_power_tail (n : ℕ) {c : ℝ} (hc : 0 < c) :
    IntegrableOn (fun r : ℝ => (r ^ (n + 2))⁻¹) (Ioi c) ∧
      ∫ r in Ioi c, (r ^ (n + 2))⁻¹ = 1 / (((n : ℝ) + 1) * c ^ (n + 1)) := by
  have ha : -((n + 2 : ℕ) : ℝ) < -1 := by
    have := Nat.cast_nonneg (α := ℝ) n
    push_cast
    linarith
  have e : ∀ r ∈ Ioi c, (r ^ (n + 2))⁻¹ = r ^ (-((n + 2 : ℕ) : ℝ)) := fun r hr => by
    rw [Real.rpow_neg (hc.trans hr).le, Real.rpow_natCast]
  refine ⟨(integrableOn_Ioi_rpow_of_lt ha hc).congr_fun
    (fun r hr => (e r hr).symm) measurableSet_Ioi, ?_⟩
  have hs : -((n + 2 : ℕ) : ℝ) + 1 = -((n + 1 : ℕ) : ℝ) := by push_cast; ring
  rw [setIntegral_congr_fun measurableSet_Ioi e, integral_Ioi_rpow_of_lt ha hc, hs,
    Real.rpow_neg hc.le, Real.rpow_natCast, neg_div_neg_eq]
  push_cast
  field_simp
```

The two densities are

$$r^2\varphi=4\varepsilon\left(\frac{\sigma^{12}}{r^{10}}-\frac{\sigma^6}{r^4}\right),\qquad r^3\varphi'=-\frac{48\varepsilon\sigma^{12}}{r^{10}}+\frac{24\varepsilon\sigma^6}{r^4}.$$

Both are integrable beyond $c$, by the cases $n=8$ and $n=2$. Integrating the first gives

$$u=8\pi\rho\varepsilon\sigma^3\left[\frac19\left(\frac{\sigma}{c}\right)^9-\frac13\left(\frac{\sigma}{c}\right)^3\right].$$

The Lean theorem proves all four regularity conditions together with this value. `hd` is the derivative of the potential, and `e2` and `e3` are the two densities.

```lean
/-- The Lennard-Jones potential has a regular tail beyond every positive cutoff, and its energy
tail has the stated closed form. -/
theorem lennardJones_energyTail (ε σ ρ : ℝ) {c : ℝ} (hc : 0 < c) :
    RegularTail (lennardJones ε σ) c ∧ energyTail (lennardJones ε σ) c ρ
      = 8 * π * ρ * ε * σ ^ 3 * ((σ / c) ^ 9 / 9 - (σ / c) ^ 3 / 3) := by
  have hd : ∀ r : ℝ, 0 < r → HasDerivAt (lennardJones ε σ)
      (4 * ε * (12 * (σ / r) ^ 11 * (-σ / r ^ 2) - 6 * (σ / r) ^ 5 * (-σ / r ^ 2))) r := by
    intro r hr
    have h : HasDerivAt (fun y => σ / y) (-σ / r ^ 2) r := by
      simpa [div_eq_mul_inv] using (hasDerivAt_inv hr.ne').const_mul σ
    refine (((h.fun_pow 12).fun_sub (h.fun_pow 6)).const_mul (4 * ε)).congr_deriv ?_
    norm_num
  have i10 : IntegrableOn (fun r : ℝ => (r ^ 10)⁻¹) (Ioi c) := (inverse_power_tail 8 hc).1
  have i4 : IntegrableOn (fun r : ℝ => (r ^ 4)⁻¹) (Ioi c) := (inverse_power_tail 2 hc).1
  have v10 : ∫ r in Ioi c, (r ^ 10)⁻¹ = 1 / (9 * c ^ 9) :=
    (inverse_power_tail 8 hc).2.trans (by norm_num)
  have v4 : ∫ r in Ioi c, (r ^ 4)⁻¹ = 1 / (3 * c ^ 3) :=
    (inverse_power_tail 2 hc).2.trans (by norm_num)
  have hi : ∀ a b : ℝ, IntegrableOn (fun r => a * (r ^ 10)⁻¹ - b * (r ^ 4)⁻¹) (Ioi c) :=
    fun a b => Integrable.sub (Integrable.const_mul i10 a) (Integrable.const_mul i4 b)
  -- Both densities are combinations of `r⁻¹⁰` and `r⁻⁴`.
  have e2 : ∀ r ∈ Ioi c, r ^ 2 * lennardJones ε σ r
      = 4 * ε * σ ^ 12 * (r ^ 10)⁻¹ - 4 * ε * σ ^ 6 * (r ^ 4)⁻¹ := fun r hr => by
    have h0 : r ≠ 0 := (hc.trans hr).ne'
    rw [lennardJones]
    field_simp
  have e3 : ∀ r ∈ Ioi c, r ^ 3 * deriv (lennardJones ε σ) r
      = -48 * ε * σ ^ 12 * (r ^ 10)⁻¹ - -24 * ε * σ ^ 6 * (r ^ 4)⁻¹ := fun r hr => by
    have h0 : r ≠ 0 := (hc.trans hr).ne'
    rw [(hd r (hc.trans hr)).deriv]
    field_simp
    ring
  refine ⟨⟨(hd c hc).continuousAt.continuousWithinAt,
    fun r hr => (hd r (hc.trans hr)).differentiableAt,
    (hi _ _).congr_fun (fun r hr => (e2 r hr).symm) measurableSet_Ioi,
    (hi _ _).congr_fun (fun r hr => (e3 r hr).symm) measurableSet_Ioi⟩, ?_⟩
  rw [energyTail, setIntegral_congr_fun measurableSet_Ioi e2,
    integral_sub (Integrable.const_mul i10 _) (Integrable.const_mul i4 _),
    integral_const_mul, integral_const_mul, v10, v4]
  ring
```

For the pressure, add the impulsive term to $\rho u$:

$$\frac{2\pi}{3}\rho^2c^3\varphi(c)=\frac{8\pi}{3}\rho^2\varepsilon\sigma^3\left[\left(\frac{\sigma}{c}\right)^9-\left(\frac{\sigma}{c}\right)^3\right],$$

$$P_{\rm vir}=\frac{16\pi}{3}\rho^2\varepsilon\sigma^3\left[\frac23\left(\frac{\sigma}{c}\right)^9-\left(\frac{\sigma}{c}\right)^3\right].$$

The last proof does the same: it rewrites with the correction theorem and the energy tail, then simplifies, without a separate evaluation of the virial integral.

```lean
/-- Closed form of the Lennard-Jones virial pressure tail beyond a positive cutoff. -/
theorem lennardJones_virialPressureTail (ε σ ρ : ℝ) {c : ℝ} (hc : 0 < c) :
    virialPressureTail (lennardJones ε σ) c ρ
      = 16 / 3 * π * ρ ^ 2 * ε * σ ^ 3 * (2 / 3 * (σ / c) ^ 9 - (σ / c) ^ 3) := by
  obtain ⟨hreg, hen⟩ := lennardJones_energyTail ε σ ρ hc
  rw [impulsive_cutoff_correction hreg, thermodynamicPressureTail_eq, hen, lennardJones]
  field_simp
  ring

end

end ImpulsiveCutoff
```

```lean
#print axioms ImpulsiveCutoff.pressure_tails_agree_iff
#print axioms ImpulsiveCutoff.lennardJones_virialPressureTail
```

```
'ImpulsiveCutoff.pressure_tails_agree_iff' depends on axioms: [propext, Classical.choice, Quot.sound]
'ImpulsiveCutoff.lennardJones_virialPressureTail' depends on axioms: [propext, Classical.choice, Quot.sound]
```
